# In a quadratic model with a stable core, freezing the core never underestimates promotion energies from the reference

Suppose that the core of an atom can respond in a single way, measured by $c$, when its valence configuration changes by an amount $v$, and that the energy is

$$E(c,v)=c^2+2cv+3v^2=(c+v)^2+2v^2 .$$

With the core held at $c=0$ the energy is $3v^2$. A free core moves to $c=-v$ and brings it down to $2v^2$. At $v=0$ the free core stays at $c=0$, so there is nothing to gain. The energy needed to go from $0$ to $v$ is therefore too large by $v^2$ when the core is frozen.

## A core frozen in the reference atom

A pseudopotential is usually generated with the core taken from one reference configuration of the atom, and is then used where the valence configuration is different. A common check of its transferability compares promotion energies, the energy differences between atomic configurations, with all-electron values. The problem here is the part of the error that comes from the frozen core.

Let $c$ be a vector of core variables and $v$ a vector of changes in the valence configuration, such as changes of occupation, both measured from the reference. The valence orbitals are taken to be readjusted already for each $c$ and $v$. With the energy of the reference set to zero, take

$$E(c,v)=g\cdot v+\tfrac12\,c\cdot Ac+c\cdot Bv+\tfrac12\,v\cdot Cv .$$

The matrix $A$ is the stiffness of the core, $B$ couples the core to the valence, and $g$ and $C$ describe the valence alone. There is no term linear in $c$ alone, because the core is relaxed in the reference. The results assume that $A$ is positive definite: every distortion of the reference core costs energy. Nothing is assumed about $g$, $B$ or $C$.

The step from this model to a real atom is the replacement of its all-electron energy by a second-order expansion in finitely many unconstrained variables. The hypotheses do not control the higher-order terms. Errors from pseudising the valence orbitals are absent from the model.

```lean
import Mathlib

open Matrix

namespace FrozenCoreTransferability

noncomputable section
```

In the code, `m` labels the core variables and `n` the valence changes. Both sets are finite and of any size.

```lean
/-- The coefficients of a quadratic energy in core variables (indexed by `m`) and valence
changes (indexed by `n`). -/
structure CoreValence (m n : Type*) where
  /-- Linear coefficient of the valence changes. -/
  g : n → ℝ
  /-- Stiffness of the core. -/
  A : Matrix m m ℝ
  /-- Coupling of the core to the valence changes. -/
  B : Matrix m n ℝ
  /-- Quadratic coefficient of the valence changes. -/
  C : Matrix n n ℝ
```

The symbol `⬝ᵥ` is the dot product and `*ᵥ` applies a matrix to a vector.

```lean
variable {m n : Type*} [Fintype m] [Fintype n] [DecidableEq m]

/-- The energy `E(c,v) = g·v + c·Ac/2 + c·Bv + v·Cv/2`. -/
def CoreValence.energy (M : CoreValence m n) (c : m → ℝ) (v : n → ℝ) : ℝ :=
  M.g ⬝ᵥ v + (c ⬝ᵥ (M.A *ᵥ c)) / 2 + c ⬝ᵥ (M.B *ᵥ v) + (v ⬝ᵥ (M.C *ᵥ v)) / 2
```

The relaxed energy $E_{\rm rel}(v)$ is defined as the infimum of $E(c,v)$ over all $c$, not by a formula in $A$ and $B$.

```lean
/-- The energy with relaxed core: the infimum of `E(c,v)` over the core variables, for
energies bounded below in `c`. -/
def CoreValence.relaxedEnergy (M : CoreValence m n) (v : n → ℝ) : ℝ :=
  ⨅ c : m → ℝ, M.energy c v
```

A separate definition introduces the quantity

$$R(v)=\tfrac12\,(Bv)\cdot A^{-1}(Bv).$$

Its Lean name is `relaxation`; it is an energy, not a displacement of the core.

```lean
/-- The quantity `(Bv)·A⁻¹(Bv)/2`, for an invertible core stiffness `A`. -/
def CoreValence.relaxation (M : CoreValence m n) (v : n → ℝ) : ℝ :=
  ((M.B *ᵥ v) ⬝ᵥ (M.A⁻¹ *ᵥ (M.B *ᵥ v))) / 2
```

For two valence configurations $v$ and $w$, the frozen and relaxed promotion energies are

$$\Delta_{\rm fr}(v,w)=E(0,w)-E(0,v),\qquad \Delta_{\rm rel}(v,w)=E_{\rm rel}(w)-E_{\rm rel}(v).$$

"Promotion" is used more widely than in spectroscopy: the final configuration may also lie lower in energy.

```lean
/-- The energy of the promotion from `v` to `w` with the core frozen at `c = 0`. -/
def CoreValence.frozenPromotion (M : CoreValence m n) (v w : n → ℝ) : ℝ :=
  M.energy 0 w - M.energy 0 v

/-- The energy of the promotion from `v` to `w` with the core relaxed in both configurations, for
energies bounded below in the core variables. -/
def CoreValence.relaxedPromotion (M : CoreValence m n) (v w : n → ℝ) : ℝ :=
  M.relaxedEnergy w - M.relaxedEnergy v
```

## (a) The displacement that balances a force

Show that for every force $b$ on the core

$$A\,(A^{-1}b)=b .$$

If $Ax=0$, then $x\cdot Ax=0$, and positive definiteness gives $x=0$. Hence $A$ is invertible, $AA^{-1}=1$, and the equation follows. Lean obtains invertibility from the positive determinant, `hA.det_pos`.

```lean
omit [Fintype n] in
/-- For a positive definite core stiffness, the displacement `A⁻¹b` balances the force `b`
on the core. -/
theorem core_balance (M : CoreValence m n) (hA : M.A.PosDef) (b : m → ℝ) :
    M.A *ᵥ (M.A⁻¹ *ᵥ b) = b := by
  rw [Matrix.mulVec_mulVec,
    Matrix.mul_nonsing_inv _ (isUnit_iff_ne_zero.mpr hA.det_pos.ne'), Matrix.one_mulVec]
```

## (b) Completing the square in the core variables

Write $u=A^{-1}Bv$ and show that

$$E(c,v)=E(0,v)-R(v)+\tfrac12\,(c+u)\cdot A(c+u).$$

By (a), $Au=Bv$. Expand the quadratic form:

$$(c+u)\cdot A(c+u)=c\cdot Ac+c\cdot Au+u\cdot Ac+u\cdot Au .$$

The second term is $c\cdot Bv$. Since $A$ is symmetric, the third is $(Au)\cdot c=c\cdot Bv$ as well. The last is $u\cdot Bv=2R(v)$. Half of the sum is $\tfrac12c\cdot Ac+c\cdot Bv+R(v)$. Adding $E(0,v)-R(v)$ cancels $R(v)$ and leaves $E(c,v)$, because $E(0,v)=g\cdot v+\tfrac12v\cdot Cv$.

For a real matrix, `PosDef` includes symmetry, which the proof extracts as `hT`. The equality of the cross terms is `hs`. The `generalize` step replaces $A^{-1}Bv$ by a plain vector `u`, of which only $Au=Bv$ is remembered.

```lean
/-- For a positive definite core stiffness, the energy is the frozen-core energy, minus
`(Bv)·A⁻¹(Bv)/2`, plus a quadratic form in the core displacement from `-A⁻¹Bv`. -/
theorem energy_complete_square (M : CoreValence m n) (hA : M.A.PosDef)
    (c : m → ℝ) (v : n → ℝ) :
    M.energy c v = M.energy 0 v - M.relaxation v
      + ((c + M.A⁻¹ *ᵥ (M.B *ᵥ v)) ⬝ᵥ (M.A *ᵥ (c + M.A⁻¹ *ᵥ (M.B *ᵥ v)))) / 2 := by
  have hu := core_balance M hA (M.B *ᵥ v)
  have hT : M.Aᵀ = M.A := by
    have h := hA.isHermitian.eq
    rwa [Matrix.conjTranspose_eq_transpose_of_trivial] at h
  unfold CoreValence.energy CoreValence.relaxation
  generalize M.A⁻¹ *ᵥ (M.B *ᵥ v) = u at hu ⊢
  -- the symmetry of the stiffness makes the two cross terms equal
  have hs : u ⬝ᵥ (M.A *ᵥ c) = c ⬝ᵥ (M.B *ᵥ v) := by
    rw [Matrix.dotProduct_mulVec, ← Matrix.mulVec_transpose, hT, hu, dotProduct_comm]
  have hc := dotProduct_comm (M.B *ᵥ v) u
  simp only [Matrix.mulVec_add, add_dotProduct, dotProduct_add, zero_dotProduct, hu, hs]
  linear_combination hc / 2
```

## (c) The minimum is attained

Show that the energy has a minimum over the core variables, with value

$$\min_c E(c,v)=E(0,v)-R(v).$$

In (b), only the last term depends on $c$. It is nonnegative because $A$ is positive definite, and it is zero at $c=-A^{-1}Bv$. The minus sign appears because the coupling $c\cdot Bv$ exerts the force $-Bv$ on the core.

`IsLeast` says that the value belongs to the set of energies and that no energy in the set is lower. The two branches of the proof establish these statements in that order.

```lean
/-- For a positive definite core stiffness, the energy has a minimum over the core variables,
and its value is `E(0,v) - (Bv)·A⁻¹(Bv)/2`. -/
theorem relaxed_isLeast (M : CoreValence m n) (hA : M.A.PosDef) (v : n → ℝ) :
    IsLeast (Set.range fun c : m → ℝ => M.energy c v)
      (M.energy 0 v - M.relaxation v) := by
  constructor
  · -- the minimum is reached at the displacement `-A⁻¹Bv`
    refine ⟨-(M.A⁻¹ *ᵥ (M.B *ᵥ v)), ?_⟩
    have h := energy_complete_square M hA (-(M.A⁻¹ *ᵥ (M.B *ᵥ v))) v
    rw [neg_add_cancel, zero_dotProduct] at h
    show M.energy _ v = _
    linarith
  · rintro _ ⟨c, rfl⟩
    have h := energy_complete_square M hA c v
    have hp := hA.posSemidef.dotProduct_mulVec_nonneg (c + M.A⁻¹ *ᵥ (M.B *ᵥ v))
    rw [star_trivial] at hp
    show _ ≤ M.energy c v
    linarith
```

## (d) The excess energy of the frozen core

Show that

$$E(0,v)-E_{\rm rel}(v)=\tfrac12\,(Bv)\cdot A^{-1}(Bv).$$

The infimum of a set that has a least element is that element. By (c), therefore, $E_{\rm rel}(v)=E(0,v)-R(v)$, and subtraction gives the result. The first step is `csInf_eq` in Lean. In the opening example $A=2$ and $B=2$, so the excess is $\tfrac12(2v)^2/2=v^2$, as found there.

```lean
/-- For a positive definite core stiffness, the frozen-core energy exceeds the relaxed energy
by exactly `(Bv)·A⁻¹(Bv)/2`. -/
theorem frozen_sub_relaxed (M : CoreValence m n) (hA : M.A.PosDef) (v : n → ℝ) :
    M.energy 0 v - M.relaxedEnergy v
      = ((M.B *ᵥ v) ⬝ᵥ (M.A⁻¹ *ᵥ (M.B *ᵥ v))) / 2 := by
  have h : M.relaxedEnergy v = M.energy 0 v - M.relaxation v :=
    (relaxed_isLeast M hA v).csInf_eq
  rw [h, sub_sub_cancel, CoreValence.relaxation]
```

## (e) When relaxation gains nothing

Show that

$$R(v)\ge 0,\qquad R(v)=0\iff Bv=0 .$$

With $u=A^{-1}Bv$ and $Au=Bv$,

$$R(v)=\tfrac12\,(Au)\cdot u=\tfrac12\,u\cdot Au .$$

If $Bv\neq0$, then $u\neq0$, since $u=0$ would give $Bv=Au=0$. Positive definiteness then makes $R(v)$ strictly positive. If $Bv=0$, then $R(v)=0$ directly from its definition.

The condition $Bv=0$ means that the valence change exerts no force on the core. A nonzero $v$ can satisfy it. The two cases are `hpos` and `hzero` in the proof.

```lean
/-- For a positive definite core stiffness, `(Bv)·A⁻¹(Bv)/2` is nonnegative, and it
vanishes exactly when `Bv = 0`. -/
theorem relaxation_nonneg_and_eq_zero_iff (M : CoreValence m n) (hA : M.A.PosDef)
    (v : n → ℝ) : 0 ≤ M.relaxation v ∧ (M.relaxation v = 0 ↔ M.B *ᵥ v = 0) := by
  have hzero : M.B *ᵥ v = 0 → M.relaxation v = 0 := fun h => by
    rw [CoreValence.relaxation, h, zero_dotProduct, zero_div]
  have hpos : M.B *ᵥ v ≠ 0 → 0 < M.relaxation v := fun h => by
    have hu := core_balance M hA (M.B *ᵥ v)
    unfold CoreValence.relaxation
    generalize M.A⁻¹ *ᵥ (M.B *ᵥ v) = u at hu ⊢
    -- a nonzero force needs a nonzero displacement, which costs elastic energy
    have hne : u ≠ 0 := fun h0 => h (by rw [← hu, h0, Matrix.mulVec_zero])
    have hp := hA.dotProduct_mulVec_pos hne
    rw [star_trivial, hu, dotProduct_comm] at hp
    linarith
  by_cases h : M.B *ᵥ v = 0
  · exact ⟨(hzero h).ge, fun _ => h, hzero⟩
  · exact ⟨(hpos h).le, fun h0 => absurd h0 (hpos h).ne', hzero⟩
```

## (f) The error between any two configurations

Show that

$$\Delta_{\rm fr}(v,w)-\Delta_{\rm rel}(v,w)=R(w)-R(v).$$

Regroup the four energies by configuration:

$$\big[E(0,w)-E_{\rm rel}(w)\big]-\big[E(0,v)-E_{\rm rel}(v)\big].$$

By (d), the brackets are $R(w)$ and $R(v)$. The terms in $g$ and $C$ have dropped out, and the error can have either sign. Lean applies (d) once to each configuration, as `hv` and `hw`, and `linarith` does the regrouping.

```lean
/-- For a positive definite core stiffness, the frozen-core error of a promotion between any
two valence configurations is the difference of their values of `(Bv)·A⁻¹(Bv)/2`. -/
theorem promotion_error (M : CoreValence m n) (hA : M.A.PosDef) (v w : n → ℝ) :
    M.frozenPromotion v w - M.relaxedPromotion v w = M.relaxation w - M.relaxation v := by
  have hv := frozen_sub_relaxed M hA v
  have hw := frozen_sub_relaxed M hA w
  unfold CoreValence.frozenPromotion CoreValence.relaxedPromotion CoreValence.relaxation
  linarith
```

## (g) Promotions from the reference

Show that

$$\Delta_{\rm rel}(0,v)\le\Delta_{\rm fr}(0,v),$$

with equality if and only if $Bv=0$.

Since $B0=0$, part (e) gives $R(0)=0$. Part (f), with the reference as initial configuration, then gives

$$\Delta_{\rm fr}(0,v)-\Delta_{\rm rel}(0,v)=R(v),$$

and (e) supplies both the sign and the condition for equality. In the code these facts are `he`, `h0`, `hn` and `hz`.

For the testing of pseudopotentials this means that, within the quadratic model, a promotion energy from the reference that comes out too low cannot be blamed on the frozen core alone.

```lean
/-- For a positive definite core stiffness, the frozen core never underestimates a promotion
energy from the reference `v = 0`, and it is exact if and only if `Bv = 0`. -/
theorem promotion_from_reference (M : CoreValence m n) (hA : M.A.PosDef) (v : n → ℝ) :
    M.relaxedPromotion 0 v ≤ M.frozenPromotion 0 v ∧
      (M.frozenPromotion 0 v = M.relaxedPromotion 0 v ↔ M.B *ᵥ v = 0) := by
  have he := promotion_error M hA 0 v
  have h0 := (relaxation_nonneg_and_eq_zero_iff M hA 0).2.mpr (Matrix.mulVec_zero _)
  obtain ⟨hn, hz⟩ := relaxation_nonneg_and_eq_zero_iff M hA v
  refine ⟨by linarith, ?_⟩
  rw [← hz]
  constructor <;> intro h <;> linarith
```

## (h) The way back

Show that if $Bv\neq0$, then

$$\Delta_{\rm fr}(v,0)<\Delta_{\rm rel}(v,0).$$

By (g), the inequality for the outward promotion is strict when $Bv\neq0$. Exchanging the initial and final configurations changes the sign of both energy differences and so reverses the inequality. In the opening example, for $v\ne0$, the return has the frozen value $-3v^2$ and the relaxed value $-2v^2$. The sign found in (g) thus depends on starting from the reference.

```lean
/-- For a positive definite core stiffness and `Bv ≠ 0`, the frozen core strictly
underestimates the energy difference of the return from `v` to the reference. -/
theorem return_to_reference (M : CoreValence m n) (hA : M.A.PosDef) (v : n → ℝ)
    (hv : M.B *ᵥ v ≠ 0) : M.frozenPromotion v 0 < M.relaxedPromotion v 0 := by
  obtain ⟨hle, hiff⟩ := promotion_from_reference M hA v
  have hlt := lt_of_le_of_ne hle (fun h => hv (hiff.mp h.symm))
  unfold CoreValence.frozenPromotion CoreValence.relaxedPromotion at *
  linarith
```

## (i) A bound from the stiffness of the core

Suppose that there is a number $a>0$ with $a\,x\cdot x\le x\cdot Ax$ for every core displacement $x$; equivalently, every eigenvalue of $A$ is at least $a$. Show that

$$\Delta_{\rm fr}(0,v)-\Delta_{\rm rel}(0,v)\le\frac{|Bv|^2}{2a}.$$

Put $b=Bv$ and $u=A^{-1}b$, so that $Au=b$ and the error is $\tfrac12\,b\cdot u$. The stiffness condition at $x=u$ reads $a\,u\cdot u\le u\cdot b$. Multiply it by $a$ and use it in the square

$$0\le|b-au|^2=b\cdot b-2a\,b\cdot u+a^2\,u\cdot u\le b\cdot b-a\,b\cdot u .$$

Hence $b\cdot u\le|b|^2/a$, and half of this is the bound. In the opening example $a=2$ and $|Bv|^2=4v^2$, so the bound is $v^2$ and is attained.

The hypothesis `hstiff` is the stiffness condition, `hk'` is its multiple by $a$ at $u$, and `hsq` is the nonnegative square. The number $a$ is an input: any positive lower bound on the eigenvalues of $A$ will do, and the theorem does not supply one. The largest such bound, the smallest eigenvalue, is the stiffness of the softest core distortion and gives the sharpest estimate.

```lean
/-- If the core stiffness is positive definite and at least `a > 0` in every direction, the
frozen-core error of a promotion from the reference is at most `|Bv|²/(2a)`. -/
theorem promotion_error_le (M : CoreValence m n) (hA : M.A.PosDef) (v : n → ℝ) {a : ℝ}
    (ha : 0 < a) (hstiff : ∀ x : m → ℝ, a * (x ⬝ᵥ x) ≤ x ⬝ᵥ (M.A *ᵥ x)) :
    M.frozenPromotion 0 v - M.relaxedPromotion 0 v
      ≤ ((M.B *ᵥ v) ⬝ᵥ (M.B *ᵥ v)) / (2 * a) := by
  have h0 := (relaxation_nonneg_and_eq_zero_iff M hA 0).2.mpr (Matrix.mulVec_zero _)
  rw [promotion_error M hA, h0, sub_zero, le_div_iff₀ (by positivity)]
  have hu := core_balance M hA (M.B *ᵥ v)
  unfold CoreValence.relaxation
  generalize M.A⁻¹ *ᵥ (M.B *ᵥ v) = u at hu ⊢
  generalize M.B *ᵥ v = b at hu ⊢
  have hk := hstiff u
  rw [hu] at hk
  have hk' := mul_le_mul_of_nonneg_left hk ha.le
  -- the square of `b - a u` is nonnegative
  have hsq : 0 ≤ (b - a • u) ⬝ᵥ (b - a • u) :=
    Finset.sum_nonneg fun i _ => mul_self_nonneg _
  simp only [sub_dotProduct, dotProduct_sub, smul_dotProduct, dotProduct_smul,
    smul_eq_mul] at hsq
  rw [dotProduct_comm b u] at hsq ⊢
  linarith

end

end FrozenCoreTransferability
```

```lean
#print axioms FrozenCoreTransferability.promotion_from_reference
#print axioms FrozenCoreTransferability.return_to_reference
#print axioms FrozenCoreTransferability.promotion_error_le
```

```
'FrozenCoreTransferability.promotion_from_reference' depends on axioms: [propext, Classical.choice, Quot.sound]
'FrozenCoreTransferability.return_to_reference' depends on axioms: [propext, Classical.choice, Quot.sound]
'FrozenCoreTransferability.promotion_error_le' depends on axioms: [propext, Classical.choice, Quot.sound]
```
